# The commutator of a fermion density mode, cut off at the band edges, with its adjoint is the difference of the occupations at the two edges

Fill a ladder of fermion levels up to some height and let a density operator $\rho$ raise one particle by $q$ levels. If the ladder has no ends, the commutator of $\rho^\dagger$ with $\rho$ is formally $\sum_k(\hat n_k-\hat n_{k+q})$, where $\hat n_k$ is the occupation of level $k$. Shifting the index in the second term seems to make this zero, yet in the filled sea the sum, taken term by term, is $q$. On a ladder with finitely many levels every sum can be rearranged safely, and one can see where the $q$ comes from.

## Modes and the density operator

The levels are numbered $0,\dots,M-1$, with annihilation operators $a_k$. The commutator needs only sums, products and an adjoint, so the operators first live in an arbitrary star ring `A`, with `star` as the adjoint.

```lean
import Mathlib

open Matrix Finset

namespace SchwingerTerm

section Algebra

variable {A : Type*} [Ring A] [StarRing A]
```

The physical input is the canonical anticommutation relations, for $j,k<M$:

$$a_ja_k+a_ka_j=0,\qquad a_ja_k^\dagger+a_k^\dagger a_j=\delta_{jk}.$$

They encode Fermi statistics and orthonormal modes. In Lean, `a` is a function on all natural numbers, but `IsCAR M a` constrains only its first $M$ values.

```lean
/-- The canonical anticommutation relations for the modes `a 0, …, a (M - 1)`,
with `star` as the adjoint. -/
structure IsCAR (M : ℕ) (a : ℕ → A) : Prop where
  anti : ∀ j < M, ∀ k < M, a j * a k + a k * a j = 0
  mixed : ∀ j < M, ∀ k < M,
    a j * star (a k) + star (a k) * a j = if j = k then 1 else 0
```

The occupation of mode $k$ is $\hat n_k=a_k^\dagger a_k$.

```lean
/-- The occupation number operator of mode `k`. -/
def number (a : ℕ → A) (k : ℕ) : A := star (a k) * a k
```

The density mode moves a particle up by $q$ levels wherever the target still lies in the band:

$$\rho=\sum_{k+q<M}a_{k+q}^\dagger a_k .$$

The condition $k+q<M$ appears as `k ∈ range (M - q)`. If the levels are plane waves in one dimension, numbered by momentum, $\rho$ is a Fourier component of the density, cut off at the band edges. The full density of a lattice also has terms that wrap around from the top of the band to the bottom, and with them it commutes with its adjoint. No Hamiltonian enters, so "lowest" and "highest" refer only to the numbering of the modes.

```lean
/-- The density mode that raises a fermion by `q` levels, summed over all `k` with `k + q < M`. -/
def density (M q : ℕ) (a : ℕ → A) : A :=
  ∑ k ∈ range (M - q), star (a (k + q)) * a k
```

Taking the adjoint reverses each product, which gives the lowering operator $\rho^\dagger=\sum_{k+q<M}a_k^\dagger a_{k+q}$.

```lean
/-- The adjoint of the density mode lowers a fermion by `q` levels. -/
theorem star_density (M q : ℕ) (a : ℕ → A) :
    star (density M q a) = ∑ k ∈ range (M - q), star (a k) * a (k + q) := by
  simp only [density, star_sum, star_mul, star_star]
```

## Commuting two hops

With $\{x,y\}=xy+yx$, the commutator of two hopping operators can be written entirely through anticommutators:

$$\begin{aligned}[a_i^\dagger a_j,\,a_m^\dagger a_n]={}&a_i^\dagger\{a_j,a_m^\dagger\}a_n-a_m^\dagger\{a_n,a_i^\dagger\}a_j\\&-a_i^\dagger a_m^\dagger\{a_j,a_n\}+\{a_i^\dagger,a_m^\dagger\}a_na_j .\end{aligned}$$

Expanding the right side produces eight products, of which six cancel in pairs. The anticommutation relations turn the first two brackets into $\delta_{jm}$ and $\delta_{ni}$ and the last two into zero, so

$$[a_i^\dagger a_j,\,a_m^\dagger a_n]=\delta_{jm}\,a_i^\dagger a_n-\delta_{ni}\,a_m^\dagger a_j .$$

```lean
/-- The commutator of two hopping operators is again a combination of hopping operators. -/
theorem hopping_commutator {M : ℕ} {a : ℕ → A} (h : IsCAR M a) {i j m n : ℕ}
    (hi : i < M) (hj : j < M) (hm : m < M) (hn : n < M) :
    star (a i) * a j * (star (a m) * a n) - star (a m) * a n * (star (a i) * a j)
      = (if j = m then star (a i) * a n else 0)
        - (if n = i then star (a m) * a j else 0) := by
  have h1 := h.mixed j hj m hm
  have h2 := h.mixed n hn i hi
  have h3 := h.anti j hj n hn
  have h4 := congrArg star (h.anti m hm i hi)
  simp only [star_add, star_mul, star_zero] at h4
  -- write the commutator through anticommutators only
  have key : star (a i) * a j * (star (a m) * a n) - star (a m) * a n * (star (a i) * a j)
      = star (a i) * (a j * star (a m) + star (a m) * a j) * a n
        - star (a m) * (a n * star (a i) + star (a i) * a n) * a j
        - star (a i) * star (a m) * (a j * a n + a n * a j)
        + (star (a i) * star (a m) + star (a m) * star (a i)) * (a n * a j) := by
    noncomm_ring
  rw [key, h1, h2, h3, h4]
  split_ifs <;> simp
```

The proof turns on the tactic `noncomm_ring`, which establishes the first display under the name `key`. It expands products and collects the resulting terms without ever exchanging two factors, so it proves identities that are true in every ring. It knows nothing about fermions, and `key` would hold for any four operators. That is why the right side has to be chosen by hand: it must contain the anticommutators as visible blocks. The rewrite with `h1` to `h4` then replaces each block by its value, and this is the only place where the statistics enter. The relation `h4`, for two creation operators, is the adjoint of the one for two annihilation operators.

## The bulk cancels and the edges remain

Write $\rho^\dagger$ as a sum over $k$ and $\rho$ as a sum over $l$. The hopping formula gives

$$[a_k^\dagger a_{k+q},\,a_{l+q}^\dagger a_l]=\delta_{kl}\,(a_k^\dagger a_l-a_{l+q}^\dagger a_{k+q}),$$

and summing over $l$ leaves $\hat n_k-\hat n_{k+q}$. Therefore

$$\rho^\dagger\rho-\rho\rho^\dagger=\sum_{k<M-q}\hat n_k-\sum_{q\le k<M}\hat n_k .$$

The total particle number can be split at $M-q$ or at $q$:

$$\sum_{k<M-q}\hat n_k+\sum_{M-q\le k<M}\hat n_k=\sum_{k<q}\hat n_k+\sum_{q\le k<M}\hat n_k .$$

Rearranging yields, for $q\le M$,

$$\rho^\dagger\rho-\rho\rho^\dagger=\sum_{k<q}\hat n_k-\sum_{M-q\le k<M}\hat n_k .$$

The opposite order, $\rho\rho^\dagger-\rho^\dagger\rho$, has the opposite sign. In the code, `expand` writes out the double sum, `diag` carries out the sum over $l$, and the final `h1` and `h2` are the two splittings.

```lean
/-- The commutator of the density mode with its adjoint is the occupation of the lowest `q`
modes minus the occupation of the highest `q` modes. -/
theorem density_commutator {M q : ℕ} {a : ℕ → A} (h : IsCAR M a) (hq : q ≤ M) :
    star (density M q a) * density M q a - density M q a * star (density M q a)
      = ∑ k ∈ range q, number a k - ∑ k ∈ Ico (M - q) M, number a k := by
  have expand : star (density M q a) * density M q a - density M q a * star (density M q a)
      = ∑ k ∈ range (M - q), ∑ l ∈ range (M - q),
          (star (a k) * a (k + q) * (star (a (l + q)) * a l)
            - star (a (l + q)) * a l * (star (a k) * a (k + q))) := by
    rw [star_density]
    unfold density
    simp only [Finset.sum_sub_distrib]
    rw [Finset.sum_mul_sum, Finset.sum_mul_sum]
    congr 1
    exact Finset.sum_comm
  -- only the diagonal terms survive
  have diag : ∀ k ∈ range (M - q), ∑ l ∈ range (M - q),
          (star (a k) * a (k + q) * (star (a (l + q)) * a l)
            - star (a (l + q)) * a l * (star (a k) * a (k + q)))
      = number a k - number a (k + q) := by
    intro k hk
    have hk' := Finset.mem_range.mp hk
    have step : ∀ l ∈ range (M - q),
        star (a k) * a (k + q) * (star (a (l + q)) * a l)
            - star (a (l + q)) * a l * (star (a k) * a (k + q))
          = (if k = l then star (a k) * a l else 0)
            - (if l = k then star (a (l + q)) * a (k + q) else 0) := by
      intro l hl
      have hl' := Finset.mem_range.mp hl
      rw [hopping_commutator h (by omega) (by omega) (by omega) (by omega)]
      simp only [add_left_inj]
    rw [Finset.sum_congr rfl step, Finset.sum_sub_distrib, Finset.sum_ite_eq,
      Finset.sum_ite_eq', if_pos hk, if_pos hk]
    rfl
  rw [expand, Finset.sum_congr rfl diag, Finset.sum_sub_distrib]
  -- the bulk cancels and the two edges remain
  have h1 := Finset.sum_range_add_sum_Ico (number a) (Nat.sub_le M q)
  have h2 := Finset.sum_range_add_sum_Ico (number a) hq
  rw [Finset.sum_Ico_eq_sum_range] at h2
  simp only [add_comm q] at h2
  rw [sub_eq_sub_iff_add_eq_add]
  exact h1.trans h2.symm

end Algebra
```

For the unbounded sea this commutator is a number, known as the Schwinger term. Here it is an operator, and it takes the value $q$ only on states with suitable edges.

## States with a full bottom and an empty top

For states, the operators become complex matrices on a finite-dimensional space, `star` is the conjugate transpose, and `*ᵥ` applies a matrix to a vector. A sum of matrices acts term by term.

```lean
section States

variable {n : Type*} [Fintype n] [DecidableEq n]

omit [DecidableEq n] in
/-- A sum of operators acts on a vector term by term. -/
private theorem sum_mulVec_aux (s : Finset ℕ) (f : ℕ → Matrix n n ℂ) (ψ : n → ℂ) :
    (∑ k ∈ s, f k) *ᵥ ψ = ∑ k ∈ s, f k *ᵥ ψ := by
  induction s using Finset.induction_on with
  | empty => simp
  | insert k s hk ih => rw [Finset.sum_insert hk, Finset.sum_insert hk, Matrix.add_mulVec, ih]
```

A mode is called filled in $\psi$ if nothing more can be created in it, $a_k^\dagger\psi=0$, and empty if $a_k\psi=0$. For a filled mode,

$$\hat n_k\psi=(1-a_ka_k^\dagger)\psi=\psi .$$

```lean
/-- If the creation operator of mode `k` annihilates `ψ`, the number operator of mode `k` maps `ψ`
to itself. -/
theorem number_filled {M k : ℕ} {a : ℕ → Matrix n n ℂ} (h : IsCAR M a) (hk : k < M)
    {ψ : n → ℂ} (hψ : star (a k) *ᵥ ψ = 0) : number a k *ᵥ ψ = ψ := by
  have e : star (a k) * a k = 1 - a k * star (a k) := by
    have h1 := h.mixed k hk k hk
    rw [if_pos rfl] at h1
    rw [← h1]
    abel
  rw [number, e, Matrix.sub_mulVec, Matrix.one_mulVec, ← Matrix.mulVec_mulVec, hψ,
    Matrix.mulVec_zero, sub_zero]
```

For an empty mode $\hat n_k\psi=a_k^\dagger(a_k\psi)=0$. If the lowest $q$ modes are filled and the highest $q$ are empty, the first edge sum contributes $q$ copies of $\psi$ and the second contributes nothing:

$$(\rho^\dagger\rho-\rho\rho^\dagger)\psi=q\,\psi .$$

The modes in between are unrestricted and may be correlated in any way. The hypothesis `M ≤ k + q` selects the top $q$ modes. A nonzero $\psi$ of this kind requires $2q\le M$, since otherwise some mode would have to be both filled and empty.

```lean
/-- A vector with the lowest `q` modes filled and the highest `q` modes empty is mapped by the
density commutator to `q` times itself. -/
theorem schwinger_eigenvector {M q : ℕ} {a : ℕ → Matrix n n ℂ} (h : IsCAR M a) (hq : q ≤ M)
    {ψ : n → ℂ} (filled : ∀ k < q, star (a k) *ᵥ ψ = 0)
    (empty : ∀ k < M, M ≤ k + q → a k *ᵥ ψ = 0) :
    (star (density M q a) * density M q a - density M q a * star (density M q a)) *ᵥ ψ
      = q • ψ := by
  have low : ∑ k ∈ range q, number a k *ᵥ ψ = q • ψ := by
    rw [Finset.sum_congr rfl (fun k hk => number_filled h
      (lt_of_lt_of_le (Finset.mem_range.mp hk) hq) (filled k (Finset.mem_range.mp hk))),
      Finset.sum_const, Finset.card_range]
  have high : ∑ k ∈ Ico (M - q) M, number a k *ᵥ ψ = 0 := by
    apply Finset.sum_eq_zero
    intro k hk
    have hk' := Finset.mem_Ico.mp hk
    rw [number, ← Matrix.mulVec_mulVec, empty k hk'.2 (by omega), Matrix.mulVec_zero]
  rw [density_commutator h hq, Matrix.sub_mulVec, sum_mulVec_aux, sum_mulVec_aux, low, high,
    sub_zero]
```

For a unit vector, taking the inner product with $\psi$ gives

$$\langle\psi,(\rho^\dagger\rho-\rho\rho^\dagger)\psi\rangle=q .$$

The inner product is written `star ψ ⬝ᵥ ψ`, with the complex conjugate on the left factor.

```lean
/-- Schwinger term: in a unit vector with the lowest `q` modes filled and the highest `q` modes
empty, the density commutator has expectation value `q`. -/
theorem schwinger_term {M q : ℕ} {a : ℕ → Matrix n n ℂ} (h : IsCAR M a) (hq : q ≤ M)
    {ψ : n → ℂ} (unit : star ψ ⬝ᵥ ψ = 1) (filled : ∀ k < q, star (a k) *ᵥ ψ = 0)
    (empty : ∀ k < M, M ≤ k + q → a k *ᵥ ψ = 0) :
    star ψ ⬝ᵥ ((star (density M q a) * density M q a
      - density M q a * star (density M q a)) *ᵥ ψ) = q := by
  rw [schwinger_eigenvector h hq filled empty, dotProduct_smul, unit, nsmul_eq_mul, mul_one]
```

For $q>0$, the rescaled operator $\rho/\sqrt q$ thus has, in these states of a finite band, the commutator expectation of a boson creation operator. The bosonization of one-dimensional electron systems uses a stronger statement for the unbounded sea: there the commutators are numbers, and those between modes of different $q$ vanish.

## Exciting a Fermi sea

Now let the lowest $N$ modes be filled and all others empty. For $q>0$ every term of $\rho^\dagger$ annihilates this sea. If $k+q\ge N$, there is no particle to lower and $a_{k+q}\psi=0$. If $k+q<N$, the target level $k$ is occupied, and since $k\ne k+q$,

$$a_k^\dagger a_{k+q}\psi=-a_{k+q}a_k^\dagger\psi=0 .$$

The second case is Pauli blocking. The proof makes the same distinction with `by_cases`.

```lean
/-- For `q > 0`, the lowering density mode annihilates a Fermi sea whose lowest `N` modes are filled
and whose other modes are empty. -/
theorem fermi_sea_annihilated {M N q : ℕ} {a : ℕ → Matrix n n ℂ} (h : IsCAR M a) (hq : 0 < q)
    {ψ : n → ℂ} (filled : ∀ k < N, star (a k) *ᵥ ψ = 0)
    (empty : ∀ k < M, N ≤ k → a k *ᵥ ψ = 0) :
    star (density M q a) *ᵥ ψ = 0 := by
  rw [star_density, sum_mulVec_aux]
  apply Finset.sum_eq_zero
  intro k hk
  have hk' := Finset.mem_range.mp hk
  by_cases hN : N ≤ k + q
  · -- there is no fermion to lower
    rw [← Matrix.mulVec_mulVec, empty (k + q) (by omega) hN, Matrix.mulVec_zero]
  · -- the target level is Pauli blocked
    have h1 := h.mixed (k + q) (by omega) k (by omega)
    rw [if_neg (by omega)] at h1
    rw [eq_neg_of_add_eq_zero_right h1, Matrix.neg_mulVec, ← Matrix.mulVec_mulVec,
      filled k (by omega), Matrix.mulVec_zero, neg_zero]
```

If also $q\le N\le M-q$, the sea has a full bottom and an empty top in the sense required above. For normalized $\psi$,

$$\|\rho\psi\|^2=\langle\psi,\rho^\dagger\rho\,\psi\rangle=\langle\psi,(\rho^\dagger\rho-\rho\rho^\dagger)\psi\rangle=q ,$$

because $\rho^\dagger\psi=0$ removes the other ordering. The normalized excitation is $\rho\psi/\sqrt q$. The condition $q>0$ matters: at $q=0$ the operator $\rho$ is the total particle number, and the squared norm would be $N^2$.

```lean
/-- For `q > 0`, the raising density mode acting on a normalized Fermi sea of the lowest `N` modes,
with `q ≤ N` and `N + q ≤ M`, gives a vector of squared norm `q`. -/
theorem fermi_sea_excitation_norm {M N q : ℕ} {a : ℕ → Matrix n n ℂ} (h : IsCAR M a)
    (hq : 0 < q) (hqN : q ≤ N) (hNM : N + q ≤ M) {ψ : n → ℂ} (unit : star ψ ⬝ᵥ ψ = 1)
    (filled : ∀ k < N, star (a k) *ᵥ ψ = 0) (empty : ∀ k < M, N ≤ k → a k *ᵥ ψ = 0) :
    star (density M q a *ᵥ ψ) ⬝ᵥ (density M q a *ᵥ ψ) = q := by
  have h1 := schwinger_term h (by omega : q ≤ M) unit
    (fun k hk => filled k (by omega)) (fun k hk hk' => empty k hk (by omega))
  rw [Matrix.sub_mulVec, ← Matrix.mulVec_mulVec ψ (density M q a) (star (density M q a)),
    fermi_sea_annihilated h hq filled empty, Matrix.mulVec_zero, sub_zero] at h1
  rw [Matrix.star_mulVec, ← Matrix.dotProduct_mulVec, Matrix.mulVec_mulVec,
    ← Matrix.star_eq_conjTranspose]
  exact h1

end States
```

## Two modes as explicit matrices

A concrete case has $M=2$ and $q=N=1$. Order the basis as vacuum, mode 0 occupied, mode 1 occupied, both occupied, and call the vectors $e_0,e_1,e_2,e_3$. The nonzero actions are

$$a_0e_1=e_0,\quad a_0e_3=e_2,\qquad a_1e_2=e_0,\quad a_1e_3=-e_1 .$$

The minus sign makes operators of different modes anticommute.

```lean
/-- Annihilation operators of two fermionic modes as matrices on a four-dimensional space. -/
def twoMode (k : ℕ) : Matrix (Fin 4) (Fin 4) ℂ :=
  if k = 0 then !![0, 1, 0, 0; 0, 0, 0, 0; 0, 0, 0, 1; 0, 0, 0, 0]
  else !![0, 0, 1, 0; 0, 0, 0, -1; 0, 0, 0, 0; 0, 0, 0, 0]
```

The vector $e_1$ has unit norm, with mode 0 filled and mode 1 empty, so it meets the assumptions on the Fermi sea. Here $\rho=a_1^\dagger a_0$ and $\rho e_1=e_2$, whose squared norm is $1=q$. The theorem below checks the assumptions, entry by entry: the anticommutation relations, the normalization and the two occupation conditions.

```lean
/-- The two-mode matrices obey the anticommutation relations, and the second basis vector is a
unit vector with mode 0 filled and mode 1 empty. -/
theorem twoMode_witness :
    IsCAR 2 twoMode ∧ star ![(0 : ℂ), 1, 0, 0] ⬝ᵥ ![(0 : ℂ), 1, 0, 0] = 1 ∧
      star (twoMode 0) *ᵥ ![(0 : ℂ), 1, 0, 0] = 0 ∧ twoMode 1 *ᵥ ![(0 : ℂ), 1, 0, 0] = 0 := by
  -- the creation operators, written out
  have s0 : star (twoMode 0) = !![0, 0, 0, 0; 1, 0, 0, 0; 0, 0, 0, 0; 0, 0, 1, 0] := by
    ext r s
    fin_cases r <;> fin_cases s <;> simp [twoMode]
  have s1 : star (twoMode 1) = !![0, 0, 0, 0; 0, 0, 0, 0; 1, 0, 0, 0; 0, -1, 0, 0] := by
    ext r s
    fin_cases r <;> fin_cases s <;> simp [twoMode]
  refine ⟨⟨?_, ?_⟩, ?_, ?_, ?_⟩
  · intro j hj k hk
    interval_cases j <;> interval_cases k <;>
      (ext r s; fin_cases r <;> fin_cases s <;> simp [twoMode])
  · intro j hj k hk
    interval_cases j <;> interval_cases k <;>
      (first | rw [s0] | rw [s1]) <;>
      (ext r s; fin_cases r <;> fin_cases s <;> simp [twoMode, Fin.sum_univ_four])
  · simp [dotProduct, Fin.sum_univ_four]
  · ext r
    fin_cases r <;> simp [twoMode, Matrix.mulVec, dotProduct, Fin.sum_univ_four,
      Matrix.star_eq_conjTranspose, Matrix.conjTranspose_apply]
  · ext r
    fin_cases r <;> simp [twoMode, Matrix.mulVec, dotProduct, Fin.sum_univ_four]

end SchwingerTerm
```

```lean
#print axioms SchwingerTerm.density_commutator
#print axioms SchwingerTerm.fermi_sea_excitation_norm
```

```
'SchwingerTerm.density_commutator' depends on axioms: [propext, Classical.choice, Quot.sound]
'SchwingerTerm.fermi_sea_excitation_norm' depends on axioms: [propext, Classical.choice, Quot.sound]
```
